# Reduced resolvents at two different levels satisfy R − S = (b − a)RS + (P + Q)/(a − b)

**Q:** Before I object to anything, what are the symbols, and which sign convention do you use?

**A:** $H$ is the Hamiltonian, and $a$ and $b$ are two energies. $P$ projects onto the level $a$ and $Q$ onto the level $b$. $R$ is the reduced resolvent at $a$: it inverts $a-H$ away from the level and vanishes on it. $S$ is the same object at $b$. For a diagonalisable matrix with eigenvalues $E_k$ and spectral projectors $P_k$,

$$R=\sum_{E_k\neq a}\frac{P_k}{a-E_k},$$

so the sign is that of the Rayleigh–Schrödinger denominators, reference energy minus the energy of the other state. In the code all operators are elements of an arbitrary complex algebra `A`, the energies are complex numbers, and `a • (1 : A)` is the energy $a$ times the identity.

In Lean 4 with Mathlib:

```lean
import Mathlib

namespace ReducedResolventIdentity

variable {A : Type*} [Ring A] [Algebra ℂ A]
```

The definition asks for $HP=aP$, $R(a-H)=(a-H)R=1-P$ and $RP=0$.

```lean
/-- `R` is the reduced resolvent of `H` at the level `a` with projector `P`: it inverts `a - H`
up to `P`, and it vanishes on the range of `P`, where `H` acts as `a`. -/
structure IsReducedResolvent (H P R : A) (a : ℂ) : Prop where
  eigen : H * P = a • P
  left_inv : R * (a • (1 : A) - H) = 1 - P
  right_inv : (a • (1 : A) - H) * R = 1 - P
  normal : R * P = 0
```

**Q:** Nothing there says that $H$ is Hermitian, or even that $P$ is a projector.

**A:** Hermiticity is not needed, so $P$ may be an oblique projector. That $P^2=P$ follows from the four conditions, as shown below. Degeneracy is allowed: if $H\psi=a\psi$, then $0=R(a-H)\psi=(1-P)\psi$, so $P$ covers the whole eigenspace. The case $P=0$ is allowed too; then $a$ is not an eigenvalue and $R$ is the ordinary inverse of $a-H$.

The definition does not promise that $R$ exists. A matrix with a nontrivial Jordan block at $a$ has none. Unbounded Hamiltonians, with their domains, are not covered directly either.

**Q:** The ordinary resolvent identity is $R-S=(b-a)RS$. Where does the extra term come from?

**A:** From the two levels themselves. First evaluate $PHQ$ in two ways. Letting $H$ act to the left gives $aPQ$, and to the right $bPQ$. Hence $(a-b)PQ=0$, and since $a\neq b$, $PQ=0$. In the code the `calc` block does the two evaluations, and `smul_eq_zero` removes the nonzero factor.

```lean
variable {H P Q R S : A} {a b : ℂ}

/-- The projectors of two different levels have product zero. -/
theorem levels_orthogonal (hab : a ≠ b) (hP : P * H = a • P) (hQ : H * Q = b • Q) :
    P * Q = 0 := by
  -- evaluate P H Q by letting H act to the left and to the right
  have h1 : a • (P * Q) = b • (P * Q) := by
    calc a • (P * Q) = (P * H) * Q := by rw [hP, smul_mul_assoc]
      _ = P * (H * Q) := mul_assoc _ _ _
      _ = b • (P * Q) := by rw [hQ, mul_smul_comm]
  have h : (a - b) • (P * Q) = 0 := by rw [sub_smul, h1, sub_self]
  exact (smul_eq_zero.mp h).resolve_left (sub_ne_zero.mpr hab)
```

Next, $R$ acts on the other level as a plain energy denominator. Since $(a-H)Q=(a-b)Q$,

$$(a-b)RQ=R(a-H)Q=(1-P)Q=Q,\qquad RQ=\frac{Q}{a-b}.$$

```lean
/-- On the level `b`, the reduced resolvent at `a` is the inverse energy denominator
`1 / (a - b)`. -/
theorem resolvent_mul_level (hab : a ≠ b) (hP : P * H = a • P) (hQ : H * Q = b • Q)
    (hR : R * (a • (1 : A) - H) = 1 - P) : R * Q = (a - b)⁻¹ • Q := by
  refine (eq_inv_smul_iff₀ (sub_ne_zero.mpr hab)).mpr ?_
  calc (a - b) • (R * Q) = R * ((a • (1 : A) - H) * Q) := by
        rw [sub_mul, smul_mul_assoc, one_mul, hQ, ← sub_smul, mul_smul_comm]
    _ = (R * (a • (1 : A) - H)) * Q := (mul_assoc _ _ _).symm
    _ = Q := by rw [hR, sub_mul, one_mul, levels_orthogonal hab hP hQ, sub_zero]
```

On the other side, $P(b-H)=(b-a)P$ gives

$$(b-a)PS=P(b-H)S=P(1-Q)=P,\qquad PS=\frac{P}{b-a}.$$

```lean
/-- Multiplied from the left by the projector of the level `a`, the reduced resolvent at `b`
becomes the inverse energy denominator `1 / (b - a)` times that projector. -/
theorem level_mul_resolvent (hab : a ≠ b) (hP : P * H = a • P) (hQ : H * Q = b • Q)
    (hS : (b • (1 : A) - H) * S = 1 - Q) : P * S = (b - a)⁻¹ • P := by
  refine (eq_inv_smul_iff₀ (sub_ne_zero.mpr hab.symm)).mpr ?_
  calc (b - a) • (P * S) = (P * (b • (1 : A) - H)) * S := by
        rw [mul_sub, mul_smul_comm, mul_one, hP, ← sub_smul, smul_mul_assoc]
    _ = P * ((b • (1 : A) - H) * S) := mul_assoc _ _ _
    _ = P := by rw [hS, mul_sub, mul_one, levels_orthogonal hab hP hQ, sub_zero]
```

Finally, write $b-a$ as $(b-H)-(a-H)$ and insert it between $R$ and $S$:

$$\begin{aligned}(b-a)RS&=R(b-H)S-R(a-H)S\\&=R(1-Q)-(1-P)S\\&=R-S-RQ+PS\\&=R-S-\frac{P+Q}{a-b}.\end{aligned}$$

The first line is `key` in the proof. The rewriting after it inserts the two denominators, and `module` collects the terms.

```lean
/-- Resolvent identity for reduced resolvents at two different levels: the usual product term is
joined by the sum of the two projectors divided by `a - b`. -/
theorem reduced_resolvent_identity (hab : a ≠ b) (hP : P * H = a • P) (hQ : H * Q = b • Q)
    (hR : R * (a • (1 : A) - H) = 1 - P) (hS : (b • (1 : A) - H) * S = 1 - Q) :
    R - S = (b - a) • (R * S) + (a - b)⁻¹ • (P + Q) := by
  -- insert the difference (b - H) - (a - H) between R and S
  have key : (b - a) • (R * S)
      = R * ((b • (1 : A) - H) * S) - (R * (a • (1 : A) - H)) * S := by
    simp only [sub_mul, mul_sub, smul_mul_assoc, mul_smul_comm, one_mul, mul_one, mul_assoc,
      sub_smul]
    abel
  have hinv : (b - a)⁻¹ = -(a - b)⁻¹ := by rw [← neg_sub a b, inv_neg]
  rw [hR, hS, mul_sub, sub_mul, mul_one, one_mul, resolvent_mul_level hab hP hQ hR,
    level_mul_resolvent hab hP hQ hS, hinv] at key
  rw [key]
  module
```

**Q:** This theorem doesn't use your definition. It has only one-sided relations. Is it still about reduced resolvents?

**A:** It applies to them and to somewhat more. It assumes $a\neq b$, $PH=aP$, $HQ=bQ$, $R(a-H)=1-P$ and $(b-H)S=1-Q$. The normalisations $RP=0$ and $SQ=0$ play no part. The only relation that the definition does not state outright is $PH=aP$, and it can be derived. Put $X=a-H$, so that $XP=0$, and compare bracketings:

- $(XR)X=X(RX)$ gives $X-PX=X-XP$, so $PX=0$, which is $PH=aP$.
- $(RX)P=R(XP)$ gives $(1-P)P=0$, so $P^2=P$.
- $(RX)R=R(XR)$ gives $R-PR=R-RP$, so $PR=RP=0$.

The proof takes these three steps in the same order, each from one use of `mul_assoc`.

```lean
/-- For a reduced resolvent, `H` also acts as `a` to the right of `P`, `P` is idempotent, and
`P R = 0`. -/
theorem IsReducedResolvent.relations (h : IsReducedResolvent H P R a) :
    P * H = a • P ∧ P * P = P ∧ P * R = 0 := by
  obtain ⟨X, hX⟩ : ∃ X, X = a • (1 : A) - H := ⟨_, rfl⟩
  have hl := h.left_inv
  have hr := h.right_inv
  rw [← hX] at hl hr
  have hXP : X * P = 0 := by
    rw [hX, sub_mul, smul_mul_assoc, one_mul, h.eigen, sub_self]
  refine ⟨?_, ?_, ?_⟩
  · -- compare the two bracketings of X R X
    have e := mul_assoc X R X
    rw [hr, hl, sub_mul, mul_sub, one_mul, mul_one] at e
    have e' : P * X = 0 := (sub_right_inj.mp e).trans hXP
    rw [hX, mul_sub, mul_smul_comm, mul_one] at e'
    exact (sub_eq_zero.mp e').symm
  · have e := mul_assoc R X P
    rw [hl, hXP, mul_zero, sub_mul, one_mul] at e
    exact (sub_eq_zero.mp e).symm
  · have e := mul_assoc R X R
    rw [hl, hr, sub_mul, mul_sub, one_mul, mul_one] at e
    exact (sub_right_inj.mp e).trans h.normal
```

**Q:** Suppose I am careless and $P$ does not belong to the level $a$. Does the identity survive?

**A:** Not in general. Take a one-dimensional space, where everything is a number, with $H=0$, $a=1$, $b=2$, $P=1$, $R=0$, $Q=0$ and $S=\tfrac12$. Every hypothesis holds except $PH=aP$. The left side is $-\tfrac12$, while the right side is $0+1/(1-2)=-1$.

**Q:** Physically, $R$ should be a function of $H$. Does your algebraic definition know that?

**A:** It knows a consequence: $R$ commutes with every $T$ that commutes with $H$, such as a symmetry operation. With $X=a-H$ again, $XT=TX$, and therefore

$$PT(1-P)=PTXR=PXTR=0,\qquad (1-P)TP=RXTP=RTXP=0.$$

Subtracting gives $PT=TP$. On the complement of the level,

$$RT(1-P)=RTXR=RXTR=(1-P)TR.$$

The leftover terms vanish, because $RTP=RPT=0$ and $PTR=TPR=0$. So $RT=TR$. In the code `h1` and `h2` are the two vanishing blocks, `h3` is the relation on the complement, and `linear_combination` adds up the parts.

```lean
/-- The reduced resolvent commutes with every operator that commutes with the Hamiltonian. -/
theorem IsReducedResolvent.commutes (h : IsReducedResolvent H P R a) {T : A}
    (hT : H * T = T * H) : R * T = T * R := by
  obtain ⟨hPH, -, hPR⟩ := h.relations
  obtain ⟨X, hX⟩ : ∃ X, X = a • (1 : A) - H := ⟨_, rfl⟩
  have hl := h.left_inv
  have hr := h.right_inv
  rw [← hX] at hl hr
  have hXP : X * P = 0 := by
    rw [hX, sub_mul, smul_mul_assoc, one_mul, h.eigen, sub_self]
  have hPX : P * X = 0 := by
    rw [hX, mul_sub, mul_smul_comm, mul_one, hPH, sub_self]
  have hXT : X * T = T * X := by
    rw [hX, sub_mul, mul_sub, smul_mul_assoc, mul_smul_comm, one_mul, mul_one, hT]
  -- T does not couple the level to its complement, so it commutes with P
  have h1 : P * T * (1 - P) = 0 := by
    rw [← hr, ← mul_assoc, mul_assoc P T X, ← hXT, ← mul_assoc P X T, hPX, zero_mul, zero_mul]
  have h2 : (1 - P) * T * P = 0 := by
    rw [← hl, mul_assoc R X T, hXT, ← mul_assoc R T X, mul_assoc (R * T) X P, hXP, mul_zero]
  have hc : P * T = T * P := by
    linear_combination (norm := noncomm_ring) h1 - h2
  -- on the complement, move T through X between two factors R
  have h3 : R * T * (1 - P) = (1 - P) * T * R := by
    calc R * T * (1 - P) = R * (T * X) * R := by rw [← hr]; noncomm_ring
      _ = (R * X) * T * R := by rw [← hXT]; noncomm_ring
      _ = (1 - P) * T * R := by rw [hl]
  have h4 : R * T * P = 0 := by rw [mul_assoc, ← hc, ← mul_assoc, h.normal, zero_mul]
  have h5 : P * T * R = 0 := by rw [hc, mul_assoc, hPR, mul_zero]
  linear_combination (norm := noncomm_ring) h3 + h4 - h5
```

Since $(b-H)S=S(b-H)$, the operator $S$ commutes with $H$. Taking $T=S$ gives $RS=SR$, and here $a=b$ is allowed.

```lean
/-- Any two reduced resolvents of the same Hamiltonian commute. -/
theorem reduced_resolvents_commute (hR : IsReducedResolvent H P R a)
    (hS : IsReducedResolvent H Q S b) : R * S = S * R := by
  apply hR.commutes
  have e := hS.right_inv.trans hS.left_inv.symm
  rw [sub_mul, mul_sub, smul_mul_assoc, mul_smul_comm, one_mul, mul_one] at e
  exact sub_right_inj.mp e
```

**Q:** For ordinary resolvents I would use the identity to split a product of denominators. Can I still do that?

**A:** Yes, on the complement of both levels. The normalisations now matter. With $RP=0$, $SQ=0$, $RQ=Q/(a-b)$ and $SP=P/(b-a)$,

$$(R-S)(1-P-Q)=R-S-RQ+SP=R-S-\frac{P+Q}{a-b}=(b-a)RS.$$

Dividing by $b-a$ gives the theorem. The value of $SP$ comes from the earlier lemma for $RQ$ with the two levels exchanged.

```lean
/-- Partial fractions: the product of reduced resolvents at two different levels is their difference
`R - S`, restricted to the complement of both levels, divided by `b - a`. -/
theorem product_partial_fractions (hab : a ≠ b) (hR : IsReducedResolvent H P R a)
    (hS : IsReducedResolvent H Q S b) :
    R * S = (b - a)⁻¹ • ((R - S) * (1 - P - Q)) := by
  have main := reduced_resolvent_identity hab hR.relations.1 hS.eigen hR.left_inv hS.right_inv
  have hRQ := resolvent_mul_level hab hR.relations.1 hS.eigen hR.left_inv
  have hSP := resolvent_mul_level hab.symm hS.relations.1 hR.eigen hS.left_inv
  have hinv : (b - a)⁻¹ = -(a - b)⁻¹ := by rw [← neg_sub a b, inv_neg]
  refine (eq_inv_smul_iff₀ (sub_ne_zero.mpr hab.symm)).mpr ?_
  have e : (R - S) * (1 - P - Q) = R - S - R * P - R * Q + S * P + S * Q := by noncomm_ring
  rw [e, hR.normal, hS.normal, hRQ, hSP, hinv, main]
  module
```

**Q:** And when may I forget the projector term altogether?

**A:** Only when neither energy is an eigenvalue. By the main identity, the ordinary form holds exactly when $(P+Q)/(a-b)=0$, that is, when $P+Q=0$. Multiplying by $P$ from the left gives $0=P^2+PQ=P$, and then $Q=0$. Conversely, if both vanish, so does the extra term.

```lean
/-- For two different levels, the resolvent identity without projector terms holds exactly when
both projectors vanish. -/
theorem ordinary_identity_iff (hab : a ≠ b) (hR : IsReducedResolvent H P R a)
    (hS : IsReducedResolvent H Q S b) :
    R - S = (b - a) • (R * S) ↔ P = 0 ∧ Q = 0 := by
  have main := reduced_resolvent_identity hab hR.relations.1 hS.eigen hR.left_inv hS.right_inv
  constructor
  · intro h
    have e : (a - b)⁻¹ • (P + Q) = 0 := by
      linear_combination (norm := module) h - main
    have hsum : P + Q = 0 :=
      (smul_eq_zero.mp e).resolve_left (inv_ne_zero (sub_ne_zero.mpr hab))
    -- multiplying by P isolates the first projector
    have hP : P = 0 := by
      calc P = P * (P + Q) := by
            rw [mul_add, hR.relations.2.1, levels_orthogonal hab hR.relations.1 hS.eigen,
              add_zero]
        _ = 0 := by rw [hsum, mul_zero]
    exact ⟨hP, by rwa [hP, zero_add] at hsum⟩
  · rintro ⟨hp, hq⟩
    rw [main, hp, hq, add_zero, smul_zero, add_zero]
```

**Q:** I would like to see one system that meets all these conditions with nonzero projectors.

**A:** Take three levels, $H=\mathrm{diag}(0,1,2)$, with $a=0$ and $b=1$. Then $R=\mathrm{diag}(0,-1,-\tfrac12)$ and $S=\mathrm{diag}(1,0,-1)$. The theorem verifies the four defining conditions for each, entry by entry. You can read the identity off the diagonals:

$$\mathrm{diag}(-1,-1,\tfrac12)=\mathrm{diag}(0,0,\tfrac12)+\mathrm{diag}(-1,-1,0).$$

The product term accounts for the third state, and the projector term for the two reference levels.

```lean
/-- The three-level Hamiltonian with energies 0, 1, 2 has the displayed reduced resolvents at
the levels 0 and 1. -/
theorem reduced_resolvent_witness :
    IsReducedResolvent (!![0, 0, 0; 0, 1, 0; 0, 0, 2] : Matrix (Fin 3) (Fin 3) ℂ)
      !![1, 0, 0; 0, 0, 0; 0, 0, 0] !![0, 0, 0; 0, -1, 0; 0, 0, -1 / 2] 0 ∧
    IsReducedResolvent (!![0, 0, 0; 0, 1, 0; 0, 0, 2] : Matrix (Fin 3) (Fin 3) ℂ)
      !![0, 0, 0; 0, 1, 0; 0, 0, 0] !![1, 0, 0; 0, 0, 0; 0, 0, -1] 1 := by
  refine ⟨⟨?_, ?_, ?_, ?_⟩, ⟨?_, ?_, ?_, ?_⟩⟩ <;>
    (ext i j
     simp only [Matrix.mul_apply, Fin.sum_univ_three]
     fin_cases i <;> fin_cases j <;> simp <;> norm_num)

end ReducedResolventIdentity
```

```lean
#print axioms ReducedResolventIdentity.reduced_resolvent_identity
-- 'ReducedResolventIdentity.reduced_resolvent_identity' depends on axioms: [propext, Classical.choice, Quot.sound]
#print axioms ReducedResolventIdentity.reduced_resolvents_commute
-- 'ReducedResolventIdentity.reduced_resolvents_commute' depends on axioms: [propext, Classical.choice, Quot.sound]
#print axioms ReducedResolventIdentity.product_partial_fractions
-- 'ReducedResolventIdentity.product_partial_fractions' depends on axioms: [propext, Classical.choice, Quot.sound]
#print axioms ReducedResolventIdentity.ordinary_identity_iff
-- 'ReducedResolventIdentity.ordinary_identity_iff' depends on axioms: [propext, Classical.choice, Quot.sound]
```

**Q:** Perturbation theory also changes the Hamiltonian. Your $R$ and $S$ share the same one.

**A:** They do. The theorems relate the energy denominators of two levels of one fixed Hamiltonian, for instance a finite matrix in a sum-over-states calculation; they say nothing about convergence of a perturbation series. The insertion step does extend, though. Let $S$ belong to $H+V$ instead, with $(b-H-V)S=1-Q$, and keep $R(a-H)=1-P$. The same expansion by hand, which goes beyond the code above, gives

$$R-S=R\,(b-a-V)\,S+RQ-PS.$$

In general the last two terms no longer reduce to energy denominators. Now $(H+V)Q=bQ$, so $(a-H)Q=(a-b)Q+VQ$ and $(a-b)RQ=Q-PQ-RVQ$, where neither $PQ$ nor $RVQ$ need vanish. The term $PS$ changes in a similar way.
